# Paired trial vectors make the projected response determinant even in frequency

## Adding a trial vector together with its partner

An iterative solver for response equations can project a large matrix onto a few trial vectors and solve the small problem that results. When a trial vector $(V,W)$ enters the space, with excitation part $V$ and de-excitation part $W$, its partner $(W^*,V^*)$ can be added at the same time. The small problem then keeps the pairing of frequencies $w$ and $-w$ that the large one has. This applies to the random-phase approximation and to linear-response TDDFT in a finite basis with a frequency-independent kernel.

## The projected problem

Let $A$ and $B$ be complex $n\times n$ matrices, with $A$ Hermitian and $B$ symmetric. These symmetries hold when $A$ and $B$ collect the second derivatives of a real energy with respect to complex orbital-rotation parameters. Let $V$ and $W$ be $n\times k$ matrices. A star denotes entrywise conjugation and a dagger the adjoint. Put

$$M=\begin{pmatrix}A&B\\B^*&A^*\end{pmatrix},\quad S=\begin{pmatrix}1&0\\0&-1\end{pmatrix},\quad U=\begin{pmatrix}V&W^*\\W&V^*\end{pmatrix},$$

$$E=U^\dagger MU,\qquad R=U^\dagger SU.$$

The full problem is $Mz=wSz$ and the projected one is $Ex=wRx$, with $w$ the frequency. Then for every complex $w$

$$\det(E-wR)=\det(E+wR).$$

In the file, $M$, $S$ and $U$ are `hessian A B`, `metric n ℂ` and `trial V W`, and `project` forms $E$ and $R$. The index type `n ⊕ n` holds the excitations followed by the de-excitations, and `k ⊕ k` the trial vectors followed by their partners. The hypotheses on $A$ and $B$ are `A.IsHermitian` and `B.IsSymm`.

The trial vectors need not be orthonormal or even independent. If the columns of $U$, trial vectors and partners taken together, are dependent, both determinants vanish for all $w$ and the equation carries no information. This already happens for a single real trial vector with $V=W$, which equals its own partner. Nothing is said about whether the roots are real, or how close they lie to those of the full problem.

## Exchange, conjugate, take the adjoint

Let $P$ exchange the two blocks, so that $P^2=1$, and define $C(N)=PN^*P$, with $P$ of the appropriate size on each side. Then $C(NN')=C(N)C(N')$, and reading off the blocks gives

$$C(U)=U,\qquad C(M)=M,\qquad C(S)=-S.$$

Since also $C(U^\dagger)=C(U)^\dagger=U^\dagger$, it follows that $C(E)=E$ and $C(R)=-R$. Conjugation turns $w^*$ into $w$, so

$$C(E+w^*R)=E-wR.$$

Because $\det C(N)=(\det P)^2\det N^*=(\det N)^*$,

$$\det(E-wR)=[\det(E+w^*R)]^*.$$

The symmetries of $A$ and $B$ make $M$ Hermitian, hence also $E$; $R$ is Hermitian because $S$ is. Therefore $(E+wR)^\dagger=E+w^*R$, and $\det(E+w^*R)=[\det(E+wR)]^*$. Inserting this gives the result.

## Partner solutions and real matrices

For a vector $x$ let $\tilde x=Px^*$, so that $C(N)\tilde x=\widetilde{Nx}$. If $Ex=wRx$ with $x\neq0$, then

$$E\tilde x=\widetilde{wRx}=w^*C(R)\tilde x=-w^*R\tilde x,$$

and $\tilde x\neq0$. A real root $w$ thus has a partner solution at $-w$. This step uses no symmetry of $A$ or $B$.

For real $A,B,V,W$, conjugation does nothing to $E$ and $R$, so $P(E-wR)P=E+wR$ even for complex $w$. The determinants agree at once, again without symmetry of $A$ or $B$.

Pairing can fail without partners. For $n=1$, $A=1$, $B=0$ and the single trial vector $(1,0)$, $E=R=1$. The determinant $1-w$ vanishes at $w=1$ and equals $2$ at $w=-1$.

## The Lean file

```lean
import Mathlib

open Matrix

namespace PairedTrialVectors

variable {n k K : Type*} [Fintype n] [DecidableEq n] [Fintype k] [DecidableEq k]
  [CommRing K] [StarRing K]

/-- The response Hessian with blocks `A`, `B` in the first row and their complex conjugates
`B*`, `A*` in the second. -/
def hessian (A B : Matrix n n K) : Matrix (n ⊕ n) (n ⊕ n) K :=
  fromBlocks A B (B.map star) (A.map star)

/-- The response metric `diag(1, -1)` on excitations and de-excitations. -/
def metric (n K : Type*) [DecidableEq n] [CommRing K] : Matrix (n ⊕ n) (n ⊕ n) K :=
  fromBlocks 1 0 0 (-1)

/-- Paired trial vectors: the columns `(V, W)` together with their partners `(W*, V*)`. -/
def trial (V W : Matrix n k K) : Matrix (n ⊕ n) (k ⊕ k) K :=
  fromBlocks V (W.map star) W (V.map star)

/-- The projection `Uᴴ M U` of a matrix onto the trial vectors in the columns of `U`. -/
def project {m p : Type*} [Fintype m] (U : Matrix m p K) (M : Matrix m m K) : Matrix p p K :=
  Uᴴ * M * U

/-- The pairing operation on matrices: exchange the two blocks and conjugate. -/
def conjSwap {a b : Type*} (M : Matrix (a ⊕ a) (b ⊕ b) K) : Matrix (a ⊕ a) (b ⊕ b) K :=
  Matrix.of fun i j => star (M i.swap j.swap)

/-- The pairing operation on vectors: `(X, Y)` becomes `(Y*, X*)`. -/
def partner {a : Type*} (x : a ⊕ a → K) : a ⊕ a → K := fun i => star (x i.swap)

/-- The pairing operation respects matrix products. -/
theorem conjSwap_mul {a b c : Type*} [Fintype b] (M : Matrix (a ⊕ a) (b ⊕ b) K)
    (N : Matrix (b ⊕ b) (c ⊕ c) K) : conjSwap (M * N) = conjSwap M * conjSwap N := by
  ext i j
  simp only [conjSwap, of_apply, mul_apply, Fintype.sum_sum_type, star_add, star_sum,
    star_mul', Sum.swap_inl, Sum.swap_inr]
  exact add_comm _ _

omit [DecidableEq n] [Fintype k] [DecidableEq k] in
/-- Projection onto paired trial vectors commutes with the pairing operation. -/
theorem conjSwap_project (V W : Matrix n k K) (M : Matrix (n ⊕ n) (n ⊕ n) K) :
    conjSwap (project (trial V W) M) = project (trial V W) (conjSwap M) := by
  have hU : conjSwap (trial V W) = trial V W := by
    ext (i | i) (j | j) <;> simp [conjSwap, trial]
  have hH : conjSwap (trial V W)ᴴ = (conjSwap (trial V W))ᴴ := by
    ext i j
    rfl
  rw [project, conjSwap_mul, conjSwap_mul, hH, hU, project]

omit [DecidableEq n] [Fintype k] [DecidableEq k] in
/-- The projected Hessian is unchanged by the pairing operation. -/
theorem projected_hessian_even (A B : Matrix n n K) (V W : Matrix n k K) :
    conjSwap (project (trial V W) (hessian A B)) = project (trial V W) (hessian A B) := by
  have h : conjSwap (hessian A B) = hessian A B := by
    ext (i | i) (j | j) <;> simp [conjSwap, hessian]
  rw [conjSwap_project, h]

omit [Fintype k] [DecidableEq k] in
/-- The projected metric changes sign under the pairing operation. -/
theorem projected_metric_odd (V W : Matrix n k K) :
    conjSwap (project (trial V W) (metric n K)) = -project (trial V W) (metric n K) := by
  have h : conjSwap (metric n K) = -metric n K := by
    ext (i | i) (j | j) <;> by_cases hij : i = j <;>
      simp [conjSwap, metric, one_apply, hij]
  rw [conjSwap_project, h]
  simp [project]

/-- The pairing operation conjugates the determinant. -/
theorem det_conjSwap (M : Matrix (k ⊕ k) (k ⊕ k) K) : (conjSwap M).det = star M.det := by
  have h : conjSwap M = (Mᴴᵀ).submatrix (Equiv.sumComm k k) (Equiv.sumComm k k) := by
    ext i j
    rfl
  rw [h, det_submatrix_equiv_self, det_transpose, det_conjTranspose]

omit [Fintype n] [DecidableEq n] in
/-- For Hermitian `A` and symmetric `B` the response Hessian is Hermitian. -/
theorem hessian_isHermitian {A B : Matrix n n K} (hA : A.IsHermitian) (hB : B.IsSymm) :
    (hessian A B).IsHermitian := by
  ext (i | i) (j | j)
  · exact hA.apply i j
  · exact (star_star _).trans (hB.apply i j)
  · exact congrArg star (hB.apply i j)
  · exact congrArg star (hA.apply i j)

/-- For Hermitian `A`, symmetric `B` and paired trial vectors, the determinant of the projected
Hessian minus `w` times the projected metric takes the same value at `w` and at `-w`. -/
theorem det_projected_paired {A B : Matrix n n ℂ} (hA : A.IsHermitian) (hB : B.IsSymm)
    (V W : Matrix n k ℂ) (w : ℂ) :
    (project (trial V W) (hessian A B) - w • project (trial V W) (metric n ℂ)).det =
      (project (trial V W) (hessian A B) + w • project (trial V W) (metric n ℂ)).det := by
  have hE := projected_hessian_even A B V W
  have hR := projected_metric_odd V W
  -- both projected matrices are Hermitian
  have hEh : (project (trial V W) (hessian A B))ᴴ = project (trial V W) (hessian A B) := by
    simp [project, conjTranspose_mul, (hessian_isHermitian hA hB).eq, Matrix.mul_assoc]
  have hm : (metric n ℂ)ᴴ = metric n ℂ := by
    simp [metric, fromBlocks_conjTranspose]
  have hRh : (project (trial V W) (metric n ℂ))ᴴ = project (trial V W) (metric n ℂ) := by
    simp [project, conjTranspose_mul, hm, Matrix.mul_assoc]
  -- pairing sends `E + w* R` to `E - w R`, the adjoint sends `E + w R` to `E + w* R`
  have aux : ∀ E R : Matrix (k ⊕ k) (k ⊕ k) ℂ, conjSwap E = E → conjSwap R = -R →
      Eᴴ = E → Rᴴ = R → (E - w • R).det = (E + w • R).det := by
    intro E R hE hR hEh hRh
    have h1 : conjSwap (E + star w • R) = E - w • R := by
      have h : conjSwap (E + star w • R) = conjSwap E + w • conjSwap R := by
        ext i j
        simp [conjSwap]
      rw [h, hE, hR, smul_neg, sub_eq_add_neg]
    have h2 : (E + w • R)ᴴ = E + star w • R := by
      rw [conjTranspose_add, conjTranspose_smul, hEh, hRh]
    rw [← h1, det_conjSwap, ← h2, det_conjTranspose, star_star]
  exact aux _ _ hE hR hEh hRh

omit [DecidableEq k] in
/-- A nonzero projected solution `x` with root `w` has a nonzero partner that solves the
projected problem with root `-w*`. -/
theorem partner_solution (A B : Matrix n n ℂ) (V W : Matrix n k ℂ) (w : ℂ)
    (x : k ⊕ k → ℂ) (hx : x ≠ 0)
    (h : project (trial V W) (hessian A B) *ᵥ x =
      w • (project (trial V W) (metric n ℂ) *ᵥ x)) :
    partner x ≠ 0 ∧ project (trial V W) (hessian A B) *ᵥ partner x =
      (-star w) • (project (trial V W) (metric n ℂ) *ᵥ partner x) := by
  constructor
  · intro h0
    apply hx
    funext i
    simpa [partner] using congrFun h0 i.swap
  · have key : ∀ M : Matrix (k ⊕ k) (k ⊕ k) ℂ,
        conjSwap M *ᵥ partner x = partner (M *ᵥ x) := by
      intro M
      funext i
      simp only [mulVec, dotProduct, conjSwap, partner, of_apply, Fintype.sum_sum_type,
        Sum.swap_inl, Sum.swap_inr, star_add, star_sum, star_mul']
      exact add_comm _ _
    have e1 := key (project (trial V W) (hessian A B))
    have e2 := key (project (trial V W) (metric n ℂ))
    rw [projected_hessian_even, h] at e1
    rw [projected_metric_odd, neg_mulVec] at e2
    have e3 : ∀ y : k ⊕ k → ℂ, partner (w • y) = star w • partner y := by
      intro y
      funext i
      simp [partner]
    rw [e1, e3, ← e2, smul_neg, neg_smul]

/-- For real `A`, `B` and real trial blocks `V`, `W`, the projected determinant takes the same value
at `w` and `-w` for every complex `w`. -/
theorem det_projected_paired_real (A B : Matrix n n ℝ) (V W : Matrix n k ℝ) (w : ℂ) :
    let U := fromBlocks V W W V
    let E := Uᵀ * fromBlocks A B B A * U
    let R := Uᵀ * metric n ℝ * U
    (E.map Complex.ofReal - w • R.map Complex.ofReal).det =
      (E.map Complex.ofReal + w • R.map Complex.ofReal).det := by
  -- exchanging the two blocks of rows and columns leaves the determinant unchanged
  have aux : ∀ E R : Matrix (k ⊕ k) (k ⊕ k) ℝ, conjSwap E = E → conjSwap R = -R →
      (E.map Complex.ofReal - w • R.map Complex.ofReal).det =
        (E.map Complex.ofReal + w • R.map Complex.ofReal).det := by
    intro E R hE hR
    rw [← det_submatrix_equiv_self (Equiv.sumComm k k)]
    congr 1
    ext i j
    have a : E i.swap j.swap = E i j := by
      simpa [conjSwap] using congrFun (congrFun hE i) j
    have b : R i.swap j.swap = -R i j := by
      simpa [conjSwap] using congrFun (congrFun hR i) j
    simp only [Matrix.submatrix_apply, Matrix.sub_apply, Matrix.add_apply, Matrix.smul_apply,
      Matrix.map_apply, smul_eq_mul, Equiv.sumComm_apply, a, b]
    push_cast
    ring
  have hU : fromBlocks V W W V = trial V W := by
    ext (i | i) (j | j) <;> simp [trial]
  have hM : fromBlocks A B B A = hessian A B := by
    ext (i | i) (j | j) <;> simp [hessian]
  have hT : (trial V W)ᵀ = (trial V W)ᴴ := by
    ext i j
    simp
  have h := aux _ _ (projected_hessian_even A B V W) (projected_metric_odd V W)
  simp only [project] at h
  rw [← hT, ← hM, ← hU] at h
  exact h

/-- For `A = 1`, `B = 0` in one dimension, the single trial vector `(1, 0)` without its
partner gives a projected determinant that vanishes at `w = 1` but not at `w = -1`. -/
theorem unpaired_trial_breaks_pairing :
    let U : Matrix (Unit ⊕ Unit) Unit ℂ := Matrix.of fun i _ => Sum.elim 1 0 i
    (project U (hessian 1 0) - (1 : ℂ) • project U (metric Unit ℂ)).det = 0 ∧
      (project U (hessian 1 0) + (1 : ℂ) • project U (metric Unit ℂ)).det ≠ 0 := by
  intro U
  -- both projected matrices are the number one
  constructor <;>
    norm_num [U, det_unique, project, hessian, metric, mul_apply, Fintype.sum_sum_type]

end PairedTrialVectors
```

```lean
#print axioms PairedTrialVectors.det_projected_paired
#print axioms PairedTrialVectors.partner_solution
#print axioms PairedTrialVectors.det_projected_paired_real
#print axioms PairedTrialVectors.unpaired_trial_breaks_pairing
```

```
'PairedTrialVectors.det_projected_paired' depends on axioms: [propext, Classical.choice, Quot.sound]
'PairedTrialVectors.partner_solution' depends on axioms: [propext, Classical.choice, Quot.sound]
'PairedTrialVectors.det_projected_paired_real' depends on axioms: [propext, Classical.choice, Quot.sound]
'PairedTrialVectors.unpaired_trial_breaks_pairing' depends on axioms: [propext, Classical.choice, Quot.sound]
```

## How the proof follows the derivation

The operation $C$ is `conjSwap`, and $\tilde x$ is `partner x`. In `conjSwap_mul`, exchanging blocks reverses the two halves of the summation, which `add_comm` puts back in order. `conjSwap_project` carries $C$ through the projection, giving `projected_hessian_even` and `projected_metric_odd`. `det_conjSwap` writes $C(N)$ as a reindexed transpose of the adjoint.

In `det_projected_paired`, `h1` is the identity for $C(E+w^*R)$ and `h2` the one for the adjoint. The final rewrite chains them, and the two conjugations cancel by `star_star`.

In `partner_solution`, `key` is the rule $C(N)\tilde x=\widetilde{Nx}$ and `e3` supplies the conjugated factor $w^*$. `det_projected_paired_real` exchanges blocks inside the determinant and compares entries; `hU`, `hM` and `hT` then identify the real matrices with the general definitions. `unpaired_trial_breaks_pairing` evaluates the one-dimensional example directly.
